# A real symmetric Hamiltonian matrix is diagonal if, for every k, its k lowest eigenvalues and its k smallest diagonal entries have equal sums

The theorem `coupling_eq_zero_of_sums_eq` concerns a real symmetric n × n matrix C, which can be read as a one-particle Hamiltonian in a finite orthonormal basis, with site energies on the diagonal and couplings off it. If for every k ≤ n the k lowest eigenvalues and the k smallest diagonal entries have the same sum, then every coupling is zero. For non-interacting spinless fermions, the hypothesis says that the ground-state energy at each particle number k is what the site energies alone would give. The attempt takes successive differences to show that the sorted eigenvalues and sorted diagonal entries agree, so their squares have equal sums. Since the squared eigenvalues also sum to the squares of all the entries of C, nothing is left for the off-diagonal ones.

In Lean, a first try:

```lean
import Mathlib

open Finset

namespace CouplingEqZeroOfSumsEq

noncomputable section

variable {n k : ℕ}

/-- The positions `0, ..., k - 1` in a list of `n` levels. -/
def firstRanks (n k : ℕ) : Finset (Fin n) := univ.filter (fun i : Fin n => (i : ℕ) < k)

/-- The sum of the `k` smallest values of `f`, counted with multiplicity, for `k ≤ n`. -/
def lowestSum (f : Fin n → ℝ) (k : ℕ) : ℝ := ∑ i ∈ firstRanks n k, f (Tuple.sort f i)

/-- A real symmetric matrix is diagonalised by an orthogonal matrix `U`. -/
theorem exists_orthogonal_diagonalisation {C : Matrix (Fin n) (Fin n) ℝ} (hC : C.IsHermitian) :
    ∃ U : Matrix (Fin n) (Fin n) ℝ, U.transpose * U = 1 ∧ U * U.transpose = 1 ∧
      C = U * Matrix.diagonal hC.eigenvalues * U.transpose := by
  let U : Matrix (Fin n) (Fin n) ℝ := fun i j => (hC.eigenvectorBasis j).ofLp i
  have h1 : U.transpose * U = 1 := by
    ext i j
    have h := orthonormal_iff_ite.mp hC.eigenvectorBasis.orthonormal i j
    simp only [PiLp.inner_apply, RCLike.inner_apply, conj_trivial] at h
    rw [Matrix.mul_apply, Matrix.one_apply, ← h]
    exact sum_congr rfl fun x _ => mul_comm _ _
  have h2 : U * U.transpose = 1 := mul_eq_one_comm.mp h1
  have h3 : C * U = U * Matrix.diagonal hC.eigenvalues := by
    ext i j
    rw [Matrix.mul_diagonal]
    have h := congrFun (hC.mulVec_eigenvectorBasis j) i
    exact h.trans (mul_comm _ _)
  refine ⟨U, h1, h2, ?_⟩
  rw [← h3, Matrix.mul_assoc, h2, Matrix.mul_one]

/-- For `k < n`, the sum of the `k + 1` smallest values is the sum of the `k` smallest plus the next
value in sorted order. -/
lemma lowestSum_succ (f : Fin n → ℝ) (h : k < n) :
    lowestSum f (k + 1) = lowestSum f k + f (Tuple.sort f ⟨k, h⟩) := by
  have hi : firstRanks n (k + 1) = insert ⟨k, h⟩ (firstRanks n k) := by
    ext i
    simp only [firstRanks, mem_filter, mem_univ, true_and, mem_insert, Fin.ext_iff]
    omega
  rw [lowestSum, hi, sum_insert (by simp [firstRanks])]
  exact add_comm _ _

/-- The sum of the squared entries of a real symmetric matrix equals the sum of its squared
eigenvalues. -/
lemma sum_sq_entries {C : Matrix (Fin n) (Fin n) ℝ} (hC : C.IsHermitian) :
    ∑ i, ∑ j, C i j ^ 2 = ∑ j, hC.eigenvalues j ^ 2 := by
  obtain ⟨U, h1, -, h3⟩ := exists_orthogonal_diagonalisation hC
  set D := Matrix.diagonal hC.eigenvalues with hD
  have hs : ∀ i j, C j i = C i j := fun i j => (hC.apply j i).symm
  have hm : U * D * U.transpose * (U * D * U.transpose) = U * (D * D * U.transpose) := by
    calc _ = U * D * (U.transpose * U) * (D * U.transpose) := by simp only [Matrix.mul_assoc]
      _ = _ := by rw [h1, Matrix.mul_one]; simp only [Matrix.mul_assoc]
  calc ∑ i, ∑ j, C i j ^ 2 = Matrix.trace (C * C) := by
        simp only [Matrix.trace, Matrix.diag_apply, Matrix.mul_apply]
        refine sum_congr rfl fun i _ => sum_congr rfl fun j _ => ?_
        rw [hs i j, sq]
    _ = Matrix.trace (U * D * U.transpose * (U * D * U.transpose)) := by rw [← h3]
    _ = Matrix.trace (D * D) := by
        rw [hm, Matrix.trace_mul_comm, Matrix.mul_assoc, h1, Matrix.mul_one]
    _ = _ := by
        rw [hD, Matrix.diagonal_mul_diagonal, Matrix.trace_diagonal]
        exact sum_congr rfl fun j _ => (sq _).symm

/-- If, for every `k ≤ n`, the `k` smallest eigenvalues of a real symmetric matrix and its `k`
smallest diagonal entries have equal sums, then its off-diagonal entries vanish. -/
theorem coupling_eq_zero_of_sums_eq {C : Matrix (Fin n) (Fin n) ℝ} (hC : C.IsHermitian)
    (h : ∀ k ≤ n, lowestSum hC.eigenvalues k = lowestSum C.diag k) {i j : Fin n}
    (hij : i ≠ j) : C i j = 0 := by
  -- successive differences identify the sorted levels
  have hl : ∀ a : Fin n, hC.eigenvalues (Tuple.sort hC.eigenvalues a)
      = C.diag (Tuple.sort C.diag a) := fun a => by
    have e1 := lowestSum_succ hC.eigenvalues a.isLt
    have e2 := lowestSum_succ C.diag a.isLt
    have e3 := h a a.isLt.le
    have e4 := h (a + 1) a.isLt
    simp only [Fin.eta] at e1 e2
    linarith
  have hsum : ∑ a, C a a ^ 2 = ∑ a, ∑ b, C a b ^ 2 := by
    rw [sum_sq_entries hC, ← Equiv.sum_comp (Tuple.sort hC.eigenvalues),
      ← Equiv.sum_comp (Tuple.sort C.diag) (fun a => C a a ^ 2)]
    exact sum_congr rfl fun a _ => congrArg (· ^ 2) (hl a).symm
  have hrow := (sum_eq_sum_iff_of_le (fun a _ => single_le_sum (f := fun b => C a b ^ 2)
    (fun b _ => sq_nonneg _) (mem_univ a))).mp hsum i (mem_univ i)
  have he := add_sum_erase univ (fun b => C i b ^ 2) (mem_univ i)
  have hj := single_le_sum (f := fun b => C i b ^ 2) (s := univ.erase i)
    (fun b _ => sq_nonneg _) (mem_erase.mpr ⟨hij.symm, mem_univ j⟩)
  dsimp only at hrow he hj
  have hz : C i j ^ 2 = 0 := le_antisymm (by linarith) (sq_nonneg _)
  exact pow_eq_zero_iff (two_ne_zero) |>.mp hz

end

end CouplingEqZeroOfSumsEq
```

Messages:

```
Main.lean:85:6: error: Tactic `rewrite` failed: Did not find an occurrence of the pattern
  ∑ i, C i i ^ 2
in the target expression
  ∑ i, C ((Tuple.sort hC.eigenvalues) i) ((Tuple.sort hC.eigenvalues) i) ^ 2 = ∑ j, hC.eigenvalues j ^ 2

n : ℕ
C : Matrix (Fin n) (Fin n) ℝ
hC : C.IsHermitian
h : ∀ k ≤ n, lowestSum hC.eigenvalues k = lowestSum C.diag k
i j : Fin n
hij : i ≠ j
hl : ∀ (a : Fin n), hC.eigenvalues ((Tuple.sort hC.eigenvalues) a) = C.diag ((Tuple.sort C.diag) a)
⊢ ∑ i, C ((Tuple.sort hC.eigenvalues) i) ((Tuple.sort hC.eigenvalues) i) ^ 2 = ∑ j, hC.eigenvalues j ^ 2

Note: The target expression is not type-correct under the `implicit` transparency level, which may have triggered the failure. This is usually caused by unfolding of semireducible definitions in prior tactic steps. Use `set_option linter.tacticCheckInstances true` to investigate the source of the issue.
Full error:
  function expected
    C ((Tuple.sort hC.eigenvalues) i)
Main.lean:92:2: error: `dsimp` made no progress

Note: The target expression is not type-correct under the `implicit` transparency level, which may have triggered the failure. This is usually caused by unfolding of semireducible definitions in prior tactic steps. Use `set_option linter.tacticCheckInstances true` to investigate the source of the issue.
Full error:
  function expected
    C i
```

What went wrong. In the first error, `← Equiv.sum_comp (Tuple.sort hC.eigenvalues)` does not say which sum to reindex. Lean applied it to the diagonal sum on the left instead of the eigenvalue sum on the right, so the next rewrite no longer found `∑ i, C i i ^ 2`. The new `calc` names the function in each use of `Equiv.sum_comp`, so each sum is reindexed by its own sorting permutation, and `hl` then matches the terms.

The second error says that `dsimp only` changed nothing in `hrow`, `he` and `hj`, which Lean treats as a failure. The `replace` lines instead state the wanted forms outright, and Lean accepts the old hypotheses as proofs of them because the two forms are equal by definition. `linarith` then has the inequalities it needs.

Both messages also note that applying `C` as a function fails to type-check at a restricted transparency level, and that this may have triggered the failure. In the first error the missing sum is explanation enough; in the second, the output doesn't settle whether this played a part.

As a diff, the version that Lean accepts:

```diff
@@ -82,7 +82,12 @@
     linarith
   have hsum : ∑ a, C a a ^ 2 = ∑ a, ∑ b, C a b ^ 2 := by
-    rw [sum_sq_entries hC, ← Equiv.sum_comp (Tuple.sort hC.eigenvalues),
-      ← Equiv.sum_comp (Tuple.sort C.diag) (fun a => C a a ^ 2)]
-    exact sum_congr rfl fun a _ => congrArg (· ^ 2) (hl a).symm
+    rw [sum_sq_entries hC]
+    calc ∑ a, C a a ^ 2
+        = ∑ a, C (Tuple.sort C.diag a) (Tuple.sort C.diag a) ^ 2 :=
+          (Equiv.sum_comp (Tuple.sort C.diag) (fun a => C a a ^ 2)).symm
+      _ = ∑ a, hC.eigenvalues (Tuple.sort hC.eigenvalues a) ^ 2 :=
+          sum_congr rfl fun a _ => congrArg (· ^ 2) (hl a).symm
+      _ = ∑ a, hC.eigenvalues a ^ 2 :=
+          Equiv.sum_comp (Tuple.sort hC.eigenvalues) (fun a => hC.eigenvalues a ^ 2)
   have hrow := (sum_eq_sum_iff_of_le (fun a _ => single_le_sum (f := fun b => C a b ^ 2)
     (fun b _ => sq_nonneg _) (mem_univ a))).mp hsum i (mem_univ i)
@@ -90,5 +95,7 @@
   have hj := single_le_sum (f := fun b => C i b ^ 2) (s := univ.erase i)
     (fun b _ => sq_nonneg _) (mem_erase.mpr ⟨hij.symm, mem_univ j⟩)
-  dsimp only at hrow he hj
+  replace hrow : C i i ^ 2 = ∑ b, C i b ^ 2 := hrow
+  replace he : C i i ^ 2 + ∑ b ∈ univ.erase i, C i b ^ 2 = ∑ b, C i b ^ 2 := he
+  replace hj : C i j ^ 2 ≤ ∑ b ∈ univ.erase i, C i b ^ 2 := hj
   have hz : C i j ^ 2 = 0 := le_antisymm (by linarith) (sq_nonneg _)
   exact pow_eq_zero_iff (two_ne_zero) |>.mp hz
```
